# For dilute neutral vacancies in AB with equal Boltzmann prefactors, the total fraction as a function of the chemical potential of A is smallest where the two vacancy formation energies coincide

Take a compound AB in which removing an A atom and removing a B atom cost the same energy $E$ when the removed atom is counted at the energy of its elemental phase. Let the reservoirs have chemical potentials $\mu_A=a$ and $\mu_B=H-a$, where $H$ is the formation energy of the compound per formula unit and chemical potentials are measured from the elemental phases. For neutral, dilute, non-interacting vacancies at thermal energy $kT>0$, with vibrational and degeneracy contributions neglected, the fractions of empty sites on the two sublattices are

$$p=e^{-(E+a)/kT},\qquad q=e^{-(E+H-a)/kT}.$$

Raising $a$ lowers $p$ and raises $q$, but their product $pq=e^{-(2E+H)/kT}$ does not contain $a$. Therefore

$$p+q=2\sqrt{pq}+(\sqrt p-\sqrt q)^2\ \ge\ 2e^{-(2E+H)/(2kT)},$$

with equality exactly when $p=q$, that is, at $a=H/2$. When the two vacancy energies differ, the product is still independent of $a$ and the minimum is again where $p=q$, but this is no longer at $a=H/2$, and it may lie outside the range of $a$ in which AB is stable against its elements.

In Lean 4 with Mathlib:

```lean
import Mathlib

open Finset

namespace MinimumVacancyContent

noncomputable section
```

## Vacancies in contact with a reservoir

Creating a vacancy costs $E+\mu$: the vacancy energy $E$, with the removed atom counted at the energy of its elemental phase, plus the chemical potential $\mu$ at which the reservoir takes that atom. The site fraction is the Boltzmann factor

$$c(E,\mu)=e^{-(E+\mu)/kT}.$$

```lean
/-- Vacancy fraction on a sublattice with vacancy energy `E`, when the removed atom goes to a
reservoir at chemical potential `mu`. -/
def siteVacancy (kT E mu : ℝ) : ℝ := Real.exp (-(E + mu) / kT)
```

In `siteVacancy`, the thermal energy `kT` is a single real variable, and all energies are real numbers in the same unit. The Boltzmann form is postulated. It stands for neutral vacancies that are rare and independent, with no vibrational contribution to their formation free energy and no spin or orientational degeneracy factor. The definition does not force the value to stay below 1, so it can be read as a site fraction only when $E+\mu$ is well above $kT$.

Equilibrium with AB requires $\mu_A+\mu_B=H$, which leaves $a=\mu_A$ as the one free variable. With vacancy energies $E_A$ and $E_B$, the total is

$$c_{\rm tot}(a)=e^{-(E_A+a)/kT}+e^{-(E_B+H-a)/kT}.$$

```lean
/-- Total vacancy fraction of the compound AB with `mu_A = a` and `mu_B = H - a`. -/
def abVacancies (kT EA EB H a : ℝ) : ℝ :=
  siteVacancy kT EA a + siteVacancy kT EB (H - a)
```

The total adds the fractions of the two sublattices, so it counts vacancies per formula unit. The equilibrium condition is built into `abVacancies` through the argument `H - a`.

The two formation energies are equal when $E_A+a=E_B+H-a$, which gives

$$a^*=\frac{H+E_B-E_A}{2}.$$

```lean
/-- The chemical potential of A at which the two vacancy formation energies `EA + mu_A` and `EB +
mu_B` coincide, given `mu_A + mu_B = H`. -/
def balancedMu (EA EB H : ℝ) : ℝ := (H + EB - EA) / 2
```

## A bound for any stoichiometry

The lower bound generalises to any number of species, by the convexity of the exponential. For $y\neq0$ we have $1+y<e^y$. Setting $y=x-m$ and multiplying by $e^m>0$ gives, for $x\neq m$,

$$e^m\,(1+x-m)<e^x .$$

```lean
/-- The exponential lies strictly above its tangent at `m`, except at the point of contact. -/
theorem exp_tangent_lt {x m : ℝ} (h : x ≠ m) :
    Real.exp m * (1 + (x - m)) < Real.exp x := by
  have h1 : x - m + 1 < Real.exp (x - m) := Real.add_one_lt_exp (sub_ne_zero.mpr h)
  have h2 : Real.exp x = Real.exp m * Real.exp (x - m) := by
    rw [← Real.exp_add]
    congr 1
    ring
  rw [h2]
  exact mul_lt_mul_of_pos_left (by linarith) (Real.exp_pos m)
```

The proof takes the inequality for $y$ from Mathlib, writes $e^x=e^m e^{x-m}$, and multiplies by the positive factor.

Now let weights $n_i>0$ and exponents $x_i$ satisfy $\sum_i n_i(x_i-m)=0$, so that $m$ is the weighted mean. Multiply the gap between the exponential and its tangent by $n_i$ and sum:

$$\sum_i n_i\bigl[e^{x_i}-e^m(1+x_i-m)\bigr]=\sum_i n_ie^{x_i}-e^m\sum_i n_i-e^m\underbrace{\sum_i n_i(x_i-m)}_{0}.$$

Every term on the left is non-negative, hence $\sum_i n_ie^{x_i}\ge e^m\sum_i n_i$. Equality makes every term vanish, and a term vanishes only when $x_i=m$.

```lean
/-- A weighted sum of Boltzmann factors whose exponents have weighted mean `m` is smallest
exactly when all exponents equal `m`. -/
theorem weighted_exp_min {ι : Type*} [Fintype ι] (n x : ι → ℝ) (m : ℝ)
    (hn : ∀ i, 0 < n i) (hbal : ∑ i, n i * (x i - m) = 0) :
    (∑ i, n i) * Real.exp m ≤ ∑ i, n i * Real.exp (x i) ∧
    (∑ i, n i * Real.exp (x i) = (∑ i, n i) * Real.exp m ↔ ∀ i, x i = m) := by
  -- the excess over the bound is a sum of non-negative distances to the tangent
  have key : ∑ i, n i * (Real.exp (x i) - Real.exp m * (1 + (x i - m)))
      = ∑ i, n i * Real.exp (x i) - (∑ i, n i) * Real.exp m := by
    calc ∑ i, n i * (Real.exp (x i) - Real.exp m * (1 + (x i - m)))
        = ∑ i, (n i * Real.exp (x i) - n i * Real.exp m
            - n i * (x i - m) * Real.exp m) :=
          Finset.sum_congr rfl (fun i _ => by ring)
      _ = ∑ i, n i * Real.exp (x i) - (∑ i, n i) * Real.exp m
            - (∑ i, n i * (x i - m)) * Real.exp m := by
          rw [Finset.sum_sub_distrib, Finset.sum_sub_distrib, Finset.sum_mul, Finset.sum_mul]
      _ = _ := by rw [hbal]; ring
  have hterm : ∀ i ∈ (Finset.univ : Finset ι),
      0 ≤ n i * (Real.exp (x i) - Real.exp m * (1 + (x i - m))) := by
    intro i _
    apply mul_nonneg (hn i).le
    by_cases h : x i = m
    · rw [h]; simp
    · linarith [exp_tangent_lt h]
  refine ⟨by linarith [Finset.sum_nonneg hterm], ?_, ?_⟩
  · intro h i
    have hzero := (Finset.sum_eq_zero_iff_of_nonneg hterm).1 (by rw [key, h, sub_self])
      i (Finset.mem_univ i)
    by_contra hne
    have hpos := mul_pos (hn i) (sub_pos.mpr (exp_tangent_lt hne))
    linarith
  · intro h
    rw [Finset.sum_mul]
    exact Finset.sum_congr rfl (fun i _ => by rw [h i])
```

The step `key` is the displayed identity, and `hterm` is the sign of each term. For the equality case, `Finset.sum_eq_zero_iff_of_nonneg` says that a vanishing sum of non-negative terms has only vanishing terms; a term with $x_i\neq m$ would contradict the strict tangent inequality.

Take a compound with $n_i$ sites of species $i$ per formula unit, and let all sites of one species be equivalent, so that they share one vacancy energy $E_i$. Equilibrium reads $\sum_i n_i\mu_i=H$. Write $N=\sum_i n_i$ and

$$\bar e=\frac{\sum_i n_iE_i+H}{N}.$$

The constraint gives $\sum_i n_i(E_i+\mu_i)=N\bar e$, so $\bar e$ is the site average of the formation energies, whatever the individual $\mu_i$ are. With $x_i=-(E_i+\mu_i)/kT$ and $m=-\bar e/kT$,

$$\sum_i n_i(x_i-m)=-\frac1{kT}\Bigl[\sum_i n_i(E_i+\mu_i)-N\bar e\Bigr]=0,$$

and the weighted inequality yields

$$\sum_i n_i\,c(E_i,\mu_i)\ \ge\ N e^{-\bar e/kT},$$

with equality exactly when $E_i+\mu_i=\bar e$ for every $i$.

```lean
/-- For a compound with `n i` sites of species `i` per formula unit and `∑ n i * mu i = H`, the
number of vacancies per formula unit has a lower bound independent of the individual chemical
potentials, reached exactly when all vacancy formation energies equal their site average. -/
theorem compound_vacancies_min {ι : Type*} [Fintype ι] [Nonempty ι]
    (n E mu : ι → ℝ) (kT H : ℝ) (hkT : 0 < kT) (hn : ∀ i, 0 < n i)
    (hH : ∑ i, n i * mu i = H) :
    (∑ i, n i) * Real.exp (-((∑ i, n i * E i + H) / ∑ i, n i) / kT)
      ≤ ∑ i, n i * siteVacancy kT (E i) (mu i) ∧
    (∑ i, n i * siteVacancy kT (E i) (mu i)
      = (∑ i, n i) * Real.exp (-((∑ i, n i * E i + H) / ∑ i, n i) / kT) ↔
      ∀ i, E i + mu i = (∑ j, n j * E j + H) / ∑ j, n j) := by
  have hN : 0 < ∑ i, n i := Finset.sum_pos (fun i _ => hn i) Finset.univ_nonempty
  obtain ⟨e, he⟩ : ∃ e, e = (∑ i, n i * E i + H) / ∑ i, n i := ⟨_, rfl⟩
  rw [← he]
  -- equilibrium with the compound fixes the site average of the formation energies
  have h1 : ∑ i, n i * (E i + mu i) = (∑ i, n i) * e := by
    rw [he, mul_div_cancel₀ _ hN.ne', ← hH, ← Finset.sum_add_distrib]
    exact Finset.sum_congr rfl (fun i _ => by ring)
  have hbal : ∑ i, n i * (-(E i + mu i) / kT - -e / kT) = 0 := by
    calc ∑ i, n i * (-(E i + mu i) / kT - -e / kT)
        = ∑ i, (n i * (E i + mu i) * (-1 / kT) + n i * (e / kT)) :=
          Finset.sum_congr rfl (fun i _ => by ring)
      _ = (∑ i, n i * (E i + mu i)) * (-1 / kT) + (∑ i, n i) * (e / kT) := by
          rw [Finset.sum_add_distrib, Finset.sum_mul, Finset.sum_mul]
      _ = 0 := by rw [h1]; ring
  obtain ⟨hle, heq⟩ := weighted_exp_min n (fun i => -(E i + mu i) / kT) (-e / kT) hn hbal
  refine ⟨hle, heq.trans (forall_congr' fun i => ⟨fun h => ?_, fun h => ?_⟩)⟩
  · have h2 := (div_left_inj' hkT.ne').1 h
    linarith
  · show -(E i + mu i) / kT = -e / kT
    rw [h]
```

The species are the elements of a finite, non-empty type `ι`, and `n`, `E` and `mu` are functions on it. The site numbers are positive reals and need not be integers. The hypothesis `hH` is the equilibrium condition with the compound. The conclusion is a pair: the lower bound, and the equivalence that characterises equality. With a single species the constraint already fixes its chemical potential, and equality is automatic.

In the proof, `h1` is the statement about the site average and `hbal` is the balance of the exponents. After `weighted_exp_min` has been applied, what remains is to translate equality of exponents into equality of formation energies, by cancelling $kT$ and the sign.

## The hyperbolic cosine for AB

For two species with one site each, the total can be written in closed form. Put $t=(a-a^*)/kT$. Inserting $a^*$ shows that

$$-\frac{E_A+a}{kT}=-\frac{E_A+E_B+H}{2kT}-t,\qquad -\frac{E_B+H-a}{kT}=-\frac{E_A+E_B+H}{2kT}+t .$$

Since $e^{-t}+e^{t}=2\cosh t$,

$$c_{\rm tot}(a)=2e^{-(E_A+E_B+H)/(2kT)}\cosh\frac{a-a^*}{kT}.$$

```lean
/-- The total vacancy fraction of AB is a hyperbolic cosine in `mu_A`, centred at the balanced
chemical potential. -/
theorem abVacancies_eq_cosh (kT EA EB H a : ℝ) :
    abVacancies kT EA EB H a = 2 * Real.exp (-(EA + EB + H) / (2 * kT)) *
      Real.cosh ((a - balancedMu EA EB H) / kT) := by
  unfold abVacancies siteVacancy balancedMu
  have h1 : -(EA + a) / kT = -(EA + EB + H) / (2 * kT)
      + -((a - (H + EB - EA) / 2) / kT) := by ring
  have h2 : -(EB + (H - a)) / kT = -(EA + EB + H) / (2 * kT)
      + (a - (H + EB - EA) / 2) / kT := by ring
  rw [h1, h2, Real.exp_add, Real.exp_add, Real.cosh_eq]
  ring
```

The facts `h1` and `h2` are the two rewritten exponents, both checked by `ring`. The rest splits the exponentials of sums and expands the hyperbolic cosine.

The minimum can now be read off. Because $\cosh t\ge1$, with equality only at $t=0$,

$$c_{\rm tot}(a)\ge 2e^{-(E_A+E_B+H)/(2kT)},\qquad\text{with equality}\iff a=\frac{H+E_B-E_A}{2}.$$

```lean
/-- The total vacancy fraction of AB is at least `2 exp(-(EA + EB + H)/(2kT))`, with equality
exactly at `mu_A = (H + EB - EA)/2`. -/
theorem abVacancies_min (kT EA EB H a : ℝ) (hkT : 0 < kT) :
    2 * Real.exp (-(EA + EB + H) / (2 * kT)) ≤ abVacancies kT EA EB H a ∧
    (abVacancies kT EA EB H a = 2 * Real.exp (-(EA + EB + H) / (2 * kT)) ↔
      a = (H + EB - EA) / 2) := by
  have hpos : 0 < 2 * Real.exp (-(EA + EB + H) / (2 * kT)) := by positivity
  rw [abVacancies_eq_cosh]
  refine ⟨le_mul_of_one_le_right hpos.le (Real.one_le_cosh _), fun h => ?_, fun h => ?_⟩
  · by_contra hne
    have hx : (a - balancedMu EA EB H) / kT ≠ 0 :=
      div_ne_zero (sub_ne_zero.mpr hne) hkT.ne'
    have h2 := mul_lt_mul_of_pos_left (Real.one_lt_cosh.mpr hx) hpos
    linarith
  · have hx : a - balancedMu EA EB H = 0 := sub_eq_zero.mpr h
    rw [hx, zero_div, Real.cosh_zero, mul_one]
```

The theorem `abVacancies_min` holds for all real `EA`, `EB`, `H` and `a`; its only hypothesis is `0 < kT`. Its first part is the bound and its second the equality case. If $a\neq a^*$, then $t\neq0$ and `Real.one_lt_cosh` makes the inequality strict, which excludes equality. Conversely, $a=a^*$ gives $\cosh 0=1$.

In first-principles defect work, where $E_A$, $E_B$ and $H$ come from computed total energies, this gives the reservoir condition with the fewest vacancies, provided that the vacancies are neutral, dilute and non-interacting, that vibrational and degeneracy contributions can be neglected, and that $a^*$ lies in the range of $\mu_A$ where AB is stable, a condition examined in the last section. Charged vacancies, whose formation energies also depend on the Fermi level, are not covered, and neither are antisites or interstitials.

The same formula ranks any two reservoir conditions $a$ and $b$. The hyperbolic cosine is even and increases with the magnitude of its argument, and the prefactor is positive, so

$$c_{\rm tot}(a)\le c_{\rm tot}(b)\iff |a-a^*|\le|b-a^*|.$$

```lean
/-- One reservoir condition gives no more vacancies than another exactly when its `mu_A` is no
farther from the balanced value. -/
theorem abVacancies_le_iff (kT EA EB H a b : ℝ) (hkT : 0 < kT) :
    abVacancies kT EA EB H a ≤ abVacancies kT EA EB H b ↔
      |a - balancedMu EA EB H| ≤ |b - balancedMu EA EB H| := by
  have hpos : 0 < 2 * Real.exp (-(EA + EB + H) / (2 * kT)) := by positivity
  rw [abVacancies_eq_cosh, abVacancies_eq_cosh,
    ← div_le_div_iff_of_pos_right hkT (a := |a - balancedMu EA EB H|)]
  have habs : ∀ y : ℝ, |y| / kT = |y / kT| := fun y => by rw [abs_div, abs_of_pos hkT]
  rw [habs, habs, ← Real.cosh_le_cosh]
  exact ⟨fun h => le_of_mul_le_mul_left h hpos,
    fun h => mul_le_mul_of_nonneg_left h hpos.le⟩
```

The proof divides both distances by $kT$, moves the division inside the absolute values (`habs`), and uses `Real.cosh_le_cosh`, which compares two hyperbolic cosines through the magnitudes of their arguments. The common prefactor is then cancelled or restored.

## When the optimum falls outside the stability window

The reservoirs cannot be set at will. Elemental A precipitates if $a>0$, and elemental B precipitates if $H-a>0$. Neither does so when $H\le a\le0$. For $a=a^*$ the two conditions read

$$H\le\frac{H+E_B-E_A}{2}\iff H\le E_B-E_A,\qquad \frac{H+E_B-E_A}{2}\le0\iff E_B-E_A\le-H,$$

which together say that $|E_B-E_A|\le-H$.

```lean
/-- The balanced chemical potential lies in the stability window `H ≤ mu_A ≤ 0` exactly when the
two vacancy energies differ by at most `-H`. -/
theorem balancedMu_mem_window_iff (EA EB H : ℝ) :
    balancedMu EA EB H ∈ Set.Icc H 0 ↔ |EB - EA| ≤ -H := by
  unfold balancedMu
  rw [Set.mem_Icc, abs_le]
  constructor
  · rintro ⟨h1, h2⟩
    constructor <;> linarith
  · rintro ⟨h1, h2⟩
    constructor <;> linarith
```

The window is the closed interval `Set.Icc H 0`. It accounts only for the two elements; competing compounds such as $\mathrm{A_2B}$ can narrow it further and do not enter here. The proof opens both the interval and the absolute value into pairs of linear inequalities, which `linarith` matches. When the condition holds, the lower bound for AB is attained at a point of the window.

If the condition fails and the window is not empty ($H\le0$), the best point is an end of the window. Suppose $a^*\ge0$, and take a point $a<0$ of the window. Then

$$|0-a^*|=a^*<a^*-a=|a-a^*|,$$

so the A-rich end $a=0$ has strictly fewer vacancies. This is the case in which B vacancies are costlier by at least $-H$, and it pays to suppress the cheaper A vacancies as far as the window allows. Suppose instead that $a^*\le H$, and take $a>H$. Then

$$|H-a^*|=H-a^*<a-a^*=|a-a^*|,$$

and the B-rich end $a=H$ has strictly fewer vacancies.

```lean
/-- If the balanced value is at or beyond an end of the window `H ≤ mu_A ≤ 0`, that end has
strictly fewer vacancies than every other point of the window. -/
theorem window_end_min (kT EA EB H a : ℝ) (hkT : 0 < kT) (ha : a ∈ Set.Icc H 0) :
    (0 ≤ balancedMu EA EB H → a ≠ 0 →
      abVacancies kT EA EB H 0 < abVacancies kT EA EB H a) ∧
    (balancedMu EA EB H ≤ H → a ≠ H →
      abVacancies kT EA EB H H < abVacancies kT EA EB H a) := by
  constructor
  · intro hb hne
    have hlt : a < 0 := lt_of_le_of_ne ha.2 hne
    rw [← not_le, abVacancies_le_iff _ _ _ _ _ _ hkT, not_le,
      abs_of_nonpos (by linarith), abs_of_nonpos (by linarith)]
    linarith
  · intro hb hne
    have hlt : H < a := lt_of_le_of_ne ha.1 (Ne.symm hne)
    rw [← not_le, abVacancies_le_iff _ _ _ _ _ _ hkT, not_le,
      abs_of_nonneg (by linarith), abs_of_nonneg (by linarith)]
    linarith

end

end MinimumVacancyContent
```

The two implications in `window_end_min` are the two cases. The hypothesis `ha` places `a` in the window, and the condition `a ≠ 0` or `a ≠ H` excludes the end itself. Each proof turns the strict inequality into the negation of a reversed weak one, so that `abVacancies_le_iff` applies, and then resolves the absolute values by their known signs. The borderline cases $a^*=0$ and $a^*=H$ are included; there the end of the window is the balanced point itself.

```lean
#print axioms MinimumVacancyContent.compound_vacancies_min
-- 'MinimumVacancyContent.compound_vacancies_min' depends on axioms: [propext, Classical.choice, Quot.sound]
#print axioms MinimumVacancyContent.abVacancies_min
-- 'MinimumVacancyContent.abVacancies_min' depends on axioms: [propext, Classical.choice, Quot.sound]
#print axioms MinimumVacancyContent.balancedMu_mem_window_iff
-- 'MinimumVacancyContent.balancedMu_mem_window_iff' depends on axioms: [propext, Classical.choice, Quot.sound]
#print axioms MinimumVacancyContent.window_end_min
-- 'MinimumVacancyContent.window_end_min' depends on axioms: [propext, Classical.choice, Quot.sound]
```
